# With Lorentzian smearing at fixed Fermi level, a band of constant positive density of states and no upper edge holds no finite number of electrons

**Q:** I count electrons in a model band of constant density of states with Lorentzian smearing, cutting the energy integral off far above the Fermi level. Each time I raise the cutoff, the count rises. Will it settle?

**A:** No. In reduced energy $x=(E-\mu)/w$, with Fermi level $\mu$ and smearing width $w>0$ (the half-width at half maximum of the Lorentzian), the occupation is $f(x)=\tfrac12-\arctan(x)/\pi$. Its tail falls off too slowly. Set
$$F(x)=x f(x)+\frac{\log(1+x^2)}{2\pi}.$$
Since $f'(x)=-\dfrac{1}{\pi(1+x^2)}$,
$$F'(x)=f(x)-\frac{x}{\pi(1+x^2)}+\frac{2x}{2\pi(1+x^2)}=f(x).$$
As $F(0)=0$, we get $\int_0^L f\,dx=F(L)$, and the logarithm grows without bound.

**Q:** Could the term $Lf(L)$ cancel that growth?

**A:** It is never negative for $L\ge0$, because $\arctan L<\pi/2$ makes $f$ positive. It is also small. For $L>0$ put $t=\pi/2-\arctan L$, which lies in $(0,\pi/2)$. Then $t<\tan t=1/L$, so $Lf(L)=Lt/\pi<1/\pi$; at $L=0$ the term vanishes. Hence
$$\frac{\log(1+L^2)}{2\pi}\le\int_0^L f\,dx\le\frac{\log(1+L^2)}{2\pi}+\frac1\pi .$$

**Q:** And in physical units?

**A:** Let the density of states be a constant $D>0$ between energies $a$ and $b$. Substituting $E=\mu+wx$ gives
$$N=\int_a^b D f\!\left(\frac{E-\mu}{w}\right)dE=Dw\left[F\!\left(\frac{b-\mu}{w}\right)-F\!\left(\frac{a-\mu}{w}\right)\right].$$
With $D,w,\mu,a$ fixed, this tends to infinity with $b$.

**Q:** Which Lean objects carry these quantities?

**A:** `occ` is $f$, `cumOcc` is $F$, and `electronCount D μ w a b` is $N$. All energies are real numbers in one common unit, and $D$ counts states per unit energy, with any spin factor included.

```lean
import Mathlib

open Real Filter Topology MeasureTheory

namespace LorentzianSmearing

noncomputable section

/-- Lorentzian-smeared occupation of a level at reduced energy `x`, measured from the
Fermi level in units of the smearing width. -/
def occ (x : ℝ) : ℝ := 1 / 2 - arctan x / π

/-- The function `x f(x) + log (1 + x²) / (2π)`, where `f` is the Lorentzian occupation. -/
def cumOcc (x : ℝ) : ℝ := x * occ x + log (1 + x ^ 2) / (2 * π)

/-- Number of electrons in a band of constant density of states `D` between the energies
`a` and `b`, for Fermi level `μ` and Lorentzian smearing width `w`. -/
def electronCount (D μ w a b : ℝ) : ℝ := ∫ E in a..b, D * occ ((E - μ) / w)
```

The integral is oriented, so it is an electron number when $a\le b$; for $b<a$ it changes sign.

**Q:** Where does the Lorentzian enter?

**A:** As minus the slope of the occupation, obtained from the derivative of the arctangent. Positivity of the occupation is a separate lemma.

```lean
/-- The slope of the occupation is minus a normalised Lorentzian. -/
theorem hasDerivAt_occ (x : ℝ) : HasDerivAt occ (-(1 / π / (1 + x ^ 2))) x := by
  have h : HasDerivAt occ (-(1 / (1 + x ^ 2) / π)) x :=
    ((Real.hasDerivAt_arctan x).div_const π).const_sub (1 / 2)
  exact h.congr_deriv (by ring)

/-- Every level, however high in energy, keeps a strictly positive occupation. -/
theorem occ_pos (x : ℝ) : 0 < occ x := by
  have h : arctan x / π < 1 / 2 := by
    rw [div_lt_iff₀ pi_pos]
    linarith [arctan_lt_pi_div_two x]
  unfold occ
  linarith
```

The next proof combines the product rule with the derivative of the logarithm; `ring` performs the cancellation shown above.

```lean
/-- The function `cumOcc` is an antiderivative of the occupation. -/
theorem hasDerivAt_cumOcc (x : ℝ) : HasDerivAt cumOcc (occ x) x := by
  have hne : 1 + x ^ 2 ≠ 0 := by positivity
  have h1 := (hasDerivAt_id' x).fun_mul (hasDerivAt_occ x)
  have h2 : HasDerivAt (fun y : ℝ => 1 + y ^ 2) (2 * x) x :=
    ((hasDerivAt_pow 2 x).const_add 1).congr_deriv (by norm_num)
  have h3 := (h2.log hne).div_const (2 * π)
  -- the Lorentzian tail from the product rule cancels the slope of the logarithm
  exact (h1.fun_add h3).congr_deriv (by ring)
```

The fundamental theorem of calculus then gives the integral, for every real $L$. Continuity of `occ` supplies integrability.

```lean
/-- The occupation integrated from the Fermi level to reduced energy `L` equals
`L f(L) + log (1 + L²) / (2π)`. -/
theorem integral_occ (L : ℝ) :
    ∫ x in (0 : ℝ)..L, occ x = L * occ L + log (1 + L ^ 2) / (2 * π) := by
  have hc : Continuous occ :=
    continuous_iff_continuousAt.2 fun x => (hasDerivAt_occ x).continuousAt
  rw [intervalIntegral.integral_eq_sub_of_hasDerivAt
    (fun x _ => hasDerivAt_cumOcc x) (hc.intervalIntegrable _ _)]
  simp [cumOcc]
```

**Q:** Does the formal bound use the same tangent argument?

**A:** Yes. `hlow` is positivity, and `hup` treats $L=0$ separately before applying `Real.lt_tan` to the complementary angle. Here $L\ge0$ is assumed.

```lean
/-- The integrated occupation above the Fermi level follows `log (1 + L²) / (2π)` from above,
to within `1/π`. -/
theorem integral_occ_bounds {L : ℝ} (hL : 0 ≤ L) :
    log (1 + L ^ 2) / (2 * π) ≤ ∫ x in (0 : ℝ)..L, occ x ∧
    ∫ x in (0 : ℝ)..L, occ x ≤ log (1 + L ^ 2) / (2 * π) + 1 / π := by
  have hlow : 0 ≤ L * occ L := mul_nonneg hL (occ_pos L).le
  have hup : L * occ L ≤ 1 / π := by
    rcases hL.eq_or_lt with h0 | hpos
    · rw [← h0, zero_mul]
      positivity
    · have ha : 0 < arctan L := by
        have h := Real.arctan_strictMono hpos
        rwa [Real.arctan_zero] at h
      -- the complementary angle is smaller than its tangent, which is `1 / L`
      have ht : π / 2 - arctan L < tan (π / 2 - arctan L) :=
        Real.lt_tan (by linarith [arctan_lt_pi_div_two L]) (by linarith)
      rw [Real.tan_pi_div_two_sub, Real.tan_arctan] at ht
      have h1 : L * (π / 2 - arctan L) ≤ 1 := by
        calc L * (π / 2 - arctan L) ≤ L * L⁻¹ := mul_le_mul_of_nonneg_left ht.le hL
          _ = 1 := mul_inv_cancel₀ hpos.ne'
      rw [le_div_iff₀ pi_pos]
      have h2 : occ L * π = π / 2 - arctan L := by
        have h3 : arctan L / π * π = arctan L := div_mul_cancel₀ _ pi_ne_zero
        unfold occ
        linear_combination -h3
      rw [mul_assoc, h2]
      exact h1
  rw [integral_occ]
  constructor <;> linarith
```

For the limit, $1+x^2\ge x$ sends the logarithm to infinity, and the lower bound carries the integral with it. `Tendsto … atTop atTop` says that the integral eventually exceeds any given number and stays above it.

```lean
/-- The integrated occupation above the Fermi level grows without bound as the upper
energy limit is raised. -/
theorem tendsto_integral_occ :
    Tendsto (fun L : ℝ => ∫ x in (0 : ℝ)..L, occ x) atTop atTop := by
  have h1 : Tendsto (fun x : ℝ => 1 + x ^ 2) atTop atTop :=
    tendsto_atTop_mono (fun x => by simp only [id]; nlinarith [sq_nonneg (x - 1)]) tendsto_id
  have h2 : Tendsto (fun x : ℝ => log (1 + x ^ 2) / (2 * π)) atTop atTop :=
    (Real.tendsto_log_atTop.comp h1).atTop_div_const (by positivity)
  refine tendsto_atTop_mono' atTop ?_ h2
  filter_upwards [eventually_ge_atTop (0 : ℝ)] with L hL
  exact (integral_occ_bounds hL).1
```

**Q:** How is the change of units handled?

**A:** By differentiating $Dw\,F((E-\mu)/w)$ with the chain rule: the inner factor $1/w$ cancels $w$. The theorem assumes $w>0$, since $w$ is a width, although the cancellation uses only $w\ne0$. It puts no sign condition on $D$.

```lean
/-- Closed form of the electron count for a constant density of states between two
band edges. -/
theorem electronCount_eq {w : ℝ} (hw : 0 < w) (D μ a b : ℝ) :
    electronCount D μ w a b =
      D * w * (cumOcc ((b - μ) / w) - cumOcc ((a - μ) / w)) := by
  have hc : Continuous occ :=
    continuous_iff_continuousAt.2 fun x => (hasDerivAt_occ x).continuousAt
  have hd : ∀ E : ℝ, HasDerivAt (fun y => D * w * cumOcc ((y - μ) / w))
      (D * occ ((E - μ) / w)) E := by
    intro E
    have hin : HasDerivAt (fun y : ℝ => (y - μ) / w) (1 / w) E :=
      ((hasDerivAt_id' E).sub_const μ).div_const w
    have h := (hasDerivAt_cumOcc ((E - μ) / w)).comp E hin
    have hw' : w * (1 / w) = 1 := mul_one_div_cancel hw.ne'
    exact (h.const_mul (D * w)).congr_deriv
      (by linear_combination (D * occ ((E - μ) / w)) * hw')
  have hi : Continuous (fun E : ℝ => D * occ ((E - μ) / w)) :=
    continuous_const.mul (hc.comp ((continuous_id.sub continuous_const).div_const w))
  unfold electronCount
  rw [intervalIntegral.integral_eq_sub_of_hasDerivAt (fun E _ => hd E)
    (hi.intervalIntegrable _ _)]
  ring
```

The limit $+\infty$ does need $D>0$. The proof shifts by $\mu$, divides by $w$, subtracts the constant from the lower edge and multiplies by $Dw>0$.

```lean
/-- For a constant positive density of states, the Lorentzian-smeared electron count
tends to infinity as the upper band edge is raised. -/
theorem electronCount_tendsto {D w : ℝ} (hD : 0 < D) (hw : 0 < w) (μ a : ℝ) :
    Tendsto (fun b => electronCount D μ w a b) atTop atTop := by
  have hcum : Tendsto cumOcc atTop atTop :=
    tendsto_integral_occ.congr fun L => integral_occ L
  have hshift : Tendsto (fun b : ℝ => b - μ) atTop atTop := by
    simpa only [sub_eq_add_neg, id] using
      tendsto_atTop_add_const_right atTop (-μ) (tendsto_id (α := ℝ))
  have h := tendsto_atTop_add_const_right atTop (-cumOcc ((a - μ) / w))
    (hcum.comp (hshift.atTop_div_const hw))
  have h' := h.const_mul_atTop (mul_pos hD hw)
  refine h'.congr fun b => ?_
  rw [electronCount_eq hw, Function.comp_apply, ← sub_eq_add_neg]
```

**Q:** Why not simply write that the integral to infinity is infinite?

**A:** Lean's integral assigns zero to a non-integrable function, so its value would be misleading. The last theorem denies integrability on $(a,\infty)$ instead. If the function were integrable, the counts up to $b$ would converge to a finite limit, contradicting the previous theorem.

```lean
/-- For a constant positive density of states at all energies above `a`, the occupied density of
states is not integrable over those energies. -/
theorem not_integrableOn_occupied {D w : ℝ} (hD : 0 < D) (hw : 0 < w) (μ a : ℝ) :
    ¬ IntegrableOn (fun E => D * occ ((E - μ) / w)) (Set.Ioi a) := by
  intro h
  -- integrability would give the growing electron count a finite limit
  have hlim := intervalIntegral_tendsto_integral_Ioi a h tendsto_id
  exact not_tendsto_nhds_of_tendsto_atTop (electronCount_tendsto hD hw μ a) _ hlim

end

end LorentzianSmearing
```

```lean
#print axioms LorentzianSmearing.electronCount_tendsto
#print axioms LorentzianSmearing.not_integrableOn_occupied
```

```
'LorentzianSmearing.electronCount_tendsto' depends on axioms: [propext, Classical.choice, Quot.sound]
'LorentzianSmearing.not_integrableOn_occupied' depends on axioms: [propext, Classical.choice, Quot.sound]
```

**Q:** Does this condemn my calculation with finitely many bands?

**A:** These theorems do not decide that. A finite upper edge gives a finite count, though in the model above that count keeps growing as the edge is raised. The theorems concern non-interacting levels with a constant density of states, as for a free-electron parabolic band in two dimensions above its bottom. In that model, a Lorentzian-smeared electron count at fixed Fermi level means something only together with its upper energy limit. Other densities of states, and the self-consistent adjustment of $\mu$ to a prescribed electron number, are not treated.
